# Löwdin Folding of Remote Plane Waves and the Error of Free-Electron Denominators

An electron in a weak crystal potential, with wavevector near a Brillouin zone boundary, has a few plane waves of nearly equal kinetic energy and many others far away in energy. In an empirical pseudopotential calculation one would like to diagonalise only the near set and let the remote waves act through a correction. The correction is simplest when each denominator is just the difference between a remote kinetic energy and the energy sought, which ignores the potential that couples the remote waves to one another. How large is the error?

Order the basis with near waves first. The Hamiltonian is
$$H=\begin{pmatrix}A&B\\B^\dagger&T+W\end{pmatrix},$$
where $A$ is the full near block, $B$ the near–remote coupling, $T$ the real diagonal matrix of remote kinetic energies $T_i$, and $W$ the potential among remote waves. Let $\|\cdot\|$ be the operator norm belonging to the Euclidean vector norm. Fix a real energy $E$ and a number $d$ with
$$|T_i-E|\ge d>\|W\|\quad\text{for all } i.$$
Physically, every remote kinetic energy is at least $d$ from $E$, and the remote potential is too weak to bring a remote level to $E$. Under this gap condition, $E$ is an eigenvalue of $H$ exactly when $\det(L(E)-E)=0$, where
$$L(E)=A-B(T+W-E)^{-1}B^\dagger .$$
Replacing $T+W$ by $T$ changes $L(E)$ by at most $\|B\|^2\|W\|/\bigl(d(d-\|W\|)\bigr)$.

## From the gap condition to the error bound

Put $M=T-E$. It is diagonal with nonzero entries, so $R=M^{-1}$ exists and $\|R\|\le 1/d$. If $(M+W)x=0$, multiplying by $R$ gives $x=-RWx$, hence $\|x\|\le(\|W\|/d)\|x\|$. The factor is below one, so $x=0$, and $G=(M+W)^{-1}$ exists.

Multiplying $(M+W)G=1$ by $R$ gives $G=R-RWG$. Therefore
$$\|G\|\le\frac1d+\frac{\|W\|}{d}\|G\|,\qquad\text{so}\qquad \|G\|\le\frac{1}{d-\|W\|},$$
and
$$\|G-R\|=\|RWG\|\le\frac{\|W\|}{d(d-\|W\|)}.$$

For the eigenvalue condition, factorise
$$H-E=\begin{pmatrix}1&BG\\0&1\end{pmatrix}\begin{pmatrix}L(E)-E&0\\B^\dagger&T+W-E\end{pmatrix}.$$
Taking determinants, $\det(H-E)=\det(T+W-E)\,\det(L(E)-E)$. The first factor on the right is nonzero, so the two secular equations agree at $E$.

The change in the Löwdin matrix is $-B(G-R)B^\dagger$. Since $\|B^\dagger\|=\|B\|$, its norm is at most $\|B\|^2\|G-R\|$, which is the stated bound.

Now scale $B$ and $W$ by $t\in[0,1]$ at fixed $E$. The bound becomes
$$\frac{t^3\|B\|^2\|W\|}{d(d-t\|W\|)}\le t^3\,\frac{\|B\|^2\|W\|}{d(d-\|W\|)},$$
so the error is of third order or higher in the potential: it vanishes at least as fast as $t^3$.

The smallest interesting case has one near wave and one remote wave, with numbers $a,b,\tau,w$ in place of $A,B,T,W$. The secular equation is $a-|b|^2/(\tau+w-E)=E$, or $(a-E)(\tau+w-E)=|b|^2$, the familiar two-wave equation. With a single remote wave there is no other remote wave to couple to, so $w$ only shifts its energy. Dropping $w$ changes the correction by exactly $|b|^2|w|/(|\tau-E|\,|\tau+w-E|)$.

## The Hamiltonian and the Löwdin matrix in Lean

```lean
import Mathlib

open Matrix
open scoped Matrix.Norms.L2Operator

namespace LoewdinPlaneWaves

noncomputable section

variable {m n k l : Type*} [Fintype m] [DecidableEq m] [Fintype n] [DecidableEq n]
  [Fintype k] [DecidableEq k] [Fintype l] [DecidableEq l]
```

The finite types `m` and `n` label the near and remote waves; `m` is not a mass. The opened norm scope selects the Euclidean operator norm.

```lean
/-- The diagonal matrix of the real kinetic energies `T i` of the remote plane waves. -/
def kinetic (T : n → ℝ) : Matrix n n ℂ := diagonal fun i => (T i : ℂ)
```

The function `T` may be any real function of the remote index. The usual $\hbar^2|\mathbf k+\mathbf g|^2/2m_e$, with $\mathbf g$ a reciprocal lattice vector and $m_e$ the electron mass, is one choice.

```lean
/-- The Hamiltonian with near block `A`, remote block `C` and coupling `B` between them. -/
def blockHamiltonian (A : Matrix m m ℂ) (B : Matrix m n ℂ) (C : Matrix n n ℂ) :
    Matrix (m ⊕ n) (m ⊕ n) ℂ := fromBlocks A B Bᴴ C
```

The index type `m ⊕ n` is the disjoint union of the two sets, and `Bᴴ` is $B^\dagger$. An orthonormal basis is implied, since no overlap matrix appears.

```lean
/-- The Löwdin matrix `A - B (C - E)⁻¹ Bᴴ` on the near plane waves, for energies `E` at which
`C - E` is invertible. -/
def loewdin (A : Matrix m m ℂ) (B : Matrix m n ℂ) (C : Matrix n n ℂ) (E : ℝ) :
    Matrix m m ℂ := A - B * (C - (E : ℂ) • 1)⁻¹ * Bᴴ
```

Many texts write the correction as $+B(E-C)^{-1}B^\dagger$, which is the same matrix. Here `C` stands for either $T+W$ or $T$. The gap condition makes both inverses genuine.

```lean
omit [Fintype m] [DecidableEq m] [Fintype n] in
/-- The block Hamiltonian is Hermitian when the near block `A` and the remote potential `W`
are Hermitian. -/
theorem blockHamiltonian_isHermitian {A : Matrix m m ℂ} (B : Matrix m n ℂ) (T : n → ℝ)
    {W : Matrix n n ℂ} (hA : A.IsHermitian) (hW : W.IsHermitian) :
    (blockHamiltonian A B (kinetic T + W)).IsHermitian := by
  have hT : (kinetic T).IsHermitian := by
    unfold Matrix.IsHermitian kinetic
    rw [diagonal_conjTranspose]
    congr 1
    funext i
    simp
  exact Matrix.IsHermitian.fromBlocks hA rfl (hT.add hW)
```

This confirms that Hermitian `A` and `W` give a Hermitian Hamiltonian. The later theorems do not assume either property, so they also apply to non-Hermitian blocks, provided that the two couplings remain adjoint to each other and $E$ is real.

## Inverting the remote block

```lean
omit [DecidableEq m] in
/-- The operator norm of a product of three matrices is at most the product of their norms. -/
theorem norm_mul_mul_le (X : Matrix m n ℂ) (Y : Matrix n k ℂ) (Z : Matrix k l ℂ) :
    ‖X * Y * Z‖ ≤ ‖X‖ * ‖Y‖ * ‖Z‖ :=
  (l2_opNorm_mul _ _).trans
    (mul_le_mul_of_nonneg_right (l2_opNorm_mul _ _) (norm_nonneg _))
```

This is submultiplicativity applied twice, and it serves every estimate of a triple product below.

```lean
/-- Lippmann-Schwinger equation: if `R` is a left inverse of `M` and `(M + W) G = Y`, then
`G = R Y - R W G`. -/
theorem lippmann_schwinger {M W R G Y : Matrix n n ℂ} (h0 : R * M = 1)
    (h1 : (M + W) * G = Y) : G = R * Y - R * W * G := by
  calc G = R * M * G := by rw [h0, one_mul]
    _ = R * ((M + W) * G) - R * W * G := by noncomm_ring
    _ = R * Y - R * W * G := by rw [h1]
```

The name is borrowed from scattering theory; here it denotes a finite matrix identity. With `Y = 0` it gives $G=-RWG$, which together with $\|R\|\|W\|<1$ excludes a null vector, and with `Y = 1` it gives $G=R-RWG$. The letters `R` and `G` denote inverses of $T-E$ and $T+W-E$, opposite in sign to the usual Green functions.

```lean
/-- If all remote kinetic energies are at least `d > 0` away from `E`, then `T - E` is
invertible and its inverse has operator norm at most `1 / d`. -/
theorem free_resolvent {T : n → ℝ} {E d : ℝ} (hd : 0 < d) (hT : ∀ i, d ≤ |T i - E|) :
    (kinetic T - (E : ℂ) • 1)⁻¹ * (kinetic T - (E : ℂ) • 1) = 1 ∧
      ‖(kinetic T - (E : ℂ) • 1)⁻¹‖ ≤ 1 / d := by
  have hne : ∀ i, (T i : ℂ) - E ≠ 0 := fun i h => by
    have h' : T i - E = 0 := by exact_mod_cast h
    have := hT i
    rw [h', abs_zero] at this
    linarith
  have hdiag : kinetic T - (E : ℂ) • 1 = diagonal fun i => (T i : ℂ) - E := by
    ext i j
    by_cases hij : i = j
    · subst hij
      simp [kinetic]
    · simp [kinetic, hij]
  have hmul : (kinetic T - (E : ℂ) • 1) * (diagonal fun i => ((T i : ℂ) - E)⁻¹) = 1 := by
    rw [hdiag, diagonal_mul_diagonal, ← diagonal_one]
    congr 1
    funext i
    exact mul_inv_cancel₀ (hne i)
  rw [inv_eq_right_inv hmul]
  refine ⟨mul_eq_one_comm.1 hmul, ?_⟩
  rw [l2_opNorm_diagonal]
  refine (pi_norm_le_iff_of_nonneg (by positivity)).2 fun i => ?_
  rw [norm_inv, ← Complex.ofReal_sub, Complex.norm_real, Real.norm_eq_abs, ← one_div]
  exact one_div_le_one_div_of_le hd (hT i)
```

The proof writes $T-E$ as a diagonal matrix, inverts it entry by entry, and uses the fact that the norm of a diagonal matrix is its largest absolute entry.

```lean
/-- If the remote kinetic energies are at least `d` away from `E` and `‖W‖ < d`, then
`T + W - E` is invertible. -/
theorem remote_isUnit {T : n → ℝ} {W : Matrix n n ℂ} {E d : ℝ}
    (hT : ∀ i, d ≤ |T i - E|) (hW : ‖W‖ < d) :
    IsUnit (kinetic T + W - (E : ℂ) • 1) := by
  have hd : 0 < d := (norm_nonneg W).trans_lt hW
  obtain ⟨h0, hR⟩ := free_resolvent hd hT
  rw [isUnit_iff_isUnit_det, isUnit_iff_ne_zero]
  intro hdet
  obtain ⟨v, hv, hMv⟩ := exists_mulVec_eq_zero_iff.2 hdet
  -- a null vector, repeated in every column, gives a nonzero matrix `X` with `(T+W-E) X = 0`
  obtain ⟨X, hX0, hX⟩ : ∃ X : Matrix n n ℂ, X ≠ 0 ∧
      (kinetic T + W - (E : ℂ) • 1) * X = 0 := by
    refine ⟨of fun i _ => v i, fun h => hv ?_, ?_⟩
    · funext i
      exact congrFun (congrFun h i) i
    · ext i j
      exact congrFun hMv i
  rw [add_sub_right_comm] at hX
  have hfix := lippmann_schwinger h0 hX
  rw [mul_zero, zero_sub] at hfix
  have hpos : 0 < ‖X‖ := norm_pos_iff.2 hX0
  have hle : ‖X‖ ≤ 1 / d * ‖W‖ * ‖X‖ := by
    calc ‖X‖ = ‖(kinetic T - (E : ℂ) • 1)⁻¹ * W * X‖ := by
          rw [← norm_neg ((kinetic T - (E : ℂ) • 1)⁻¹ * W * X), ← hfix]
      _ ≤ _ := norm_mul_mul_le _ _ _
      _ ≤ _ := by gcongr
  have hlt : 1 / d * ‖W‖ < 1 := by
    rw [one_div_mul_eq_div, div_lt_one hd]
    exact hW
  nlinarith
```

A singular matrix would have a nonzero null vector `v`. Repeating `v` in every column gives a matrix `X`, so the matrix identity and matrix norm apply directly. The inequality `hle` is $\|X\|\le(\|W\|/d)\|X\|$, which contradicts `hlt` and `hpos`.

```lean
/-- If the remote kinetic energies are at least `d` away from `E` and `‖W‖ < d`, then the potential
`W` changes the remote resolvent, the inverse of `T - E`, by at most `‖W‖ / (d (d - ‖W‖))`. -/
theorem resolvent_shift {T : n → ℝ} {W : Matrix n n ℂ} {E d : ℝ}
    (hT : ∀ i, d ≤ |T i - E|) (hW : ‖W‖ < d) :
    ‖(kinetic T + W - (E : ℂ) • 1)⁻¹ - (kinetic T - (E : ℂ) • 1)⁻¹‖
      ≤ ‖W‖ / (d * (d - ‖W‖)) := by
  have hd : 0 < d := (norm_nonneg W).trans_lt hW
  have hgap : 0 < d - ‖W‖ := sub_pos.2 hW
  obtain ⟨h0, hR⟩ := free_resolvent hd hT
  have h1 := mul_nonsing_inv _ ((isUnit_iff_isUnit_det _).1 (remote_isUnit hT hW))
  generalize (kinetic T + W - (E : ℂ) • 1)⁻¹ = G at h1 ⊢
  rw [add_sub_right_comm] at h1
  have hG := lippmann_schwinger h0 h1
  rw [mul_one] at hG
  generalize (kinetic T - (E : ℂ) • 1)⁻¹ = R at hR hG ⊢
  have hRWG : ‖R * W * G‖ ≤ 1 / d * ‖W‖ * ‖G‖ :=
    (norm_mul_mul_le _ _ _).trans (by gcongr)
  -- the full resolvent is bounded by `1 / (d - ‖W‖)`
  have hGn : ‖G‖ ≤ 1 / (d - ‖W‖) := by
    have h2 : ‖G‖ ≤ 1 / d + 1 / d * ‖W‖ * ‖G‖ := by
      calc ‖G‖ = ‖R - R * W * G‖ := congrArg norm hG
        _ ≤ ‖R‖ + ‖R * W * G‖ := norm_sub_le _ _
        _ ≤ _ := add_le_add hR hRWG
    have h3 := mul_le_mul_of_nonneg_left h2 hd.le
    have h4 : d * (1 / d + 1 / d * ‖W‖ * ‖G‖) = 1 + ‖W‖ * ‖G‖ := by field_simp
    rw [le_div_iff₀ hgap]
    nlinarith
  have hdiff : G - R = -(R * W * G) := by
    rw [sub_eq_iff_eq_add, neg_add_eq_sub]
    exact hG
  calc ‖G - R‖ = ‖R * W * G‖ := by rw [hdiff, norm_neg]
    _ ≤ 1 / d * ‖W‖ * ‖G‖ := hRWG
    _ ≤ 1 / d * ‖W‖ * (1 / (d - ‖W‖)) := by gcongr
    _ = ‖W‖ / (d * (d - ‖W‖)) := by field_simp
```

The step `hGn` is the bound on $\|G\|$, obtained by multiplying the self-referential inequality by $d$. The step `hdiff` is $G-R=-RWG$, and the final chain combines the two.

## The folded secular equation

```lean
/-- If the remote kinetic energies are at least `d` away from `E` and `‖W‖ < d`, then `E` is an
eigenvalue of the full Hamiltonian exactly when `det (L(E) - E) = 0` for the Löwdin matrix. -/
theorem eigenvalue_iff_loewdin_det (A : Matrix m m ℂ) (B : Matrix m n ℂ) {T : n → ℝ}
    {W : Matrix n n ℂ} {E d : ℝ} (hT : ∀ i, d ≤ |T i - E|) (hW : ‖W‖ < d) :
    (∃ v, v ≠ 0 ∧ blockHamiltonian A B (kinetic T + W) *ᵥ v = (E : ℂ) • v) ↔
      (loewdin A B (kinetic T + W) E - (E : ℂ) • 1).det = 0 := by
  have hu := remote_isUnit hT hW
  have hne := ((isUnit_iff_isUnit_det _).1 hu).ne_zero
  generalize kinetic T + W = C at hu hne ⊢
  have hblock : blockHamiltonian A B C - (E : ℂ) • 1 =
      fromBlocks (A - (E : ℂ) • 1) B Bᴴ (C - (E : ℂ) • 1) := by
    ext (i | i) (j | j) <;> simp [blockHamiltonian, Matrix.one_apply]
  -- Schur complement formula for the secular determinant
  have hdet : (blockHamiltonian A B C - (E : ℂ) • 1).det =
      (C - (E : ℂ) • 1).det * (loewdin A B C E - (E : ℂ) • 1).det := by
    let := hu.invertible
    rw [hblock, det_fromBlocks₂₂, invOf_eq_nonsing_inv, loewdin, sub_right_comm]
  have h1 := exists_mulVec_eq_zero_iff (M := blockHamiltonian A B C - (E : ℂ) • 1)
  simp only [sub_mulVec, smul_mulVec, one_mulVec, sub_eq_zero] at h1
  rw [h1, hdet, mul_eq_zero, or_iff_right hne]
```

The left side says that some nonzero vector `v` satisfies $Hv=Ev$; the right side is the secular equation of the smaller matrix. The equivalence is for one energy at a time and says nothing about multiplicities. In the proof, `hdet` is the determinant factorisation, taken from Mathlib's Schur complement formula, and `hne` removes the nonzero remote factor.

For a non-interacting electron in a finite plane-wave basis, and at energies that satisfy the gap condition, this exchanges a large linear eigenvalue problem for a smaller one that depends on its own energy. The finite basis is an approximation even for such an electron, whose exact bands are reached in the limit of an infinite plane-wave cutoff. The interaction between the electrons of a real crystal is outside this model, except as far as an effective potential represents it.

## The size and order of the error

```lean
/-- If the remote kinetic energies are at least `d` away from `E` and `‖W‖ < d`, then dropping `W`
from the remote block changes the Löwdin matrix by at most `‖B‖² ‖W‖ / (d (d - ‖W‖))` in operator
norm. -/
theorem loewdin_shift_le (A : Matrix m m ℂ) (B : Matrix m n ℂ) {T : n → ℝ}
    {W : Matrix n n ℂ} {E d : ℝ} (hT : ∀ i, d ≤ |T i - E|) (hW : ‖W‖ < d) :
    ‖loewdin A B (kinetic T + W) E - loewdin A B (kinetic T) E‖
      ≤ ‖B‖ ^ 2 * ‖W‖ / (d * (d - ‖W‖)) := by
  have hs := resolvent_shift hT hW
  unfold loewdin
  rw [sub_sub_sub_cancel_left, ← Matrix.sub_mul, ← Matrix.mul_sub]
  rw [norm_sub_rev] at hs
  refine (norm_mul_mul_le _ _ _).trans ?_
  rw [l2_opNorm_conjTranspose]
  calc _ ≤ ‖B‖ * (‖W‖ / (d * (d - ‖W‖))) * ‖B‖ := by gcongr
    _ = _ := by ring
```

The near block cancels in the subtraction, leaving the resolvent difference between `B` and `Bᴴ`. Both Löwdin matrices are taken at the same $E$; how far a root of the secular equation moves is a separate question.

```lean
/-- If the remote kinetic energies are at least `d` away from `E`, `‖W‖ < d`, and `B` and `W` are
both scaled by `t` in `[0, 1]`, then dropping the scaled `W` from the remote block changes the
Löwdin matrix by at most `t³ ‖B‖² ‖W‖ / (d (d - ‖W‖))` in operator norm. -/
theorem loewdin_shift_cubic (A : Matrix m m ℂ) (B : Matrix m n ℂ) {T : n → ℝ}
    {W : Matrix n n ℂ} {E d t : ℝ} (hT : ∀ i, d ≤ |T i - E|) (hW : ‖W‖ < d)
    (ht : 0 ≤ t) (ht1 : t ≤ 1) :
    ‖loewdin A ((t : ℂ) • B) (kinetic T + (t : ℂ) • W) E
        - loewdin A ((t : ℂ) • B) (kinetic T) E‖
      ≤ t ^ 3 * (‖B‖ ^ 2 * ‖W‖ / (d * (d - ‖W‖))) := by
  have hd : 0 < d := (norm_nonneg W).trans_lt hW
  have hB : ‖(t : ℂ) • B‖ = t * ‖B‖ := by
    rw [norm_smul, Complex.norm_real, Real.norm_of_nonneg ht]
  have htW : ‖(t : ℂ) • W‖ = t * ‖W‖ := by
    rw [norm_smul, Complex.norm_real, Real.norm_of_nonneg ht]
  have hle : t * ‖W‖ ≤ ‖W‖ := mul_le_of_le_one_left (norm_nonneg W) ht1
  have hmain := loewdin_shift_le A ((t : ℂ) • B) hT (htW.trans_lt (hle.trans_lt hW))
  rw [hB, htW] at hmain
  refine hmain.trans ?_
  calc _ ≤ (t * ‖B‖) ^ 2 * (t * ‖W‖) / (d * (d - ‖W‖)) :=
        div_le_div_of_nonneg_left (by positivity) (mul_pos hd (sub_pos.2 hW))
          (mul_le_mul_of_nonneg_left (by linarith) hd.le)
    _ = _ := by ring
```

The gap condition is imposed on the unscaled `W`, and it then holds for every $t$ in $[0,1]$. The proof applies the previous theorem to the scaled matrices and replaces $d-t\|W\|$ by the smaller $d-\|W\|$. Here `A` stays fixed, but since it cancels, scaling the potential inside it as well would leave the difference unchanged.

```lean
/-- The error bound is attained in every positive dimension: for `B = b`, `T = E + d` and
`W = -w`, all multiples of the identity with `0 ≤ w < d`, it holds with equality. -/
theorem loewdin_shift_sharp [Nonempty n] (A : Matrix n n ℂ) (E b : ℝ) {w d : ℝ}
    (hw : 0 ≤ w) (hwd : w < d) :
    ‖loewdin A ((b : ℂ) • 1) (kinetic (fun _ : n => E + d) + ((-w : ℝ) : ℂ) • 1) E
        - loewdin A ((b : ℂ) • 1) (kinetic fun _ : n => E + d) E‖
      = ‖(b : ℂ) • (1 : Matrix n n ℂ)‖ ^ 2 * ‖((-w : ℝ) : ℂ) • (1 : Matrix n n ℂ)‖
        / (d * (d - ‖((-w : ℝ) : ℂ) • (1 : Matrix n n ℂ)‖)) := by
  have hd : 0 < d := hw.trans_lt hwd
  have hgap : 0 < d - w := sub_pos.2 hwd
  have hdC : (d : ℂ) ≠ 0 := by exact_mod_cast hd.ne'
  have hgC : (d : ℂ) - w ≠ 0 := by exact_mod_cast hgap.ne'
  have hn : ∀ c : ℝ, ‖(c : ℂ) • (1 : Matrix n n ℂ)‖ = |c| := fun c => by
    rw [smul_one_eq_diagonal, l2_opNorm_diagonal, pi_norm_const, Complex.norm_real,
      Real.norm_eq_abs]
  have hi : ∀ c : ℂ, c ≠ 0 → (c • (1 : Matrix n n ℂ))⁻¹ = c⁻¹ • 1 := fun c hc => by
    apply inv_eq_right_inv
    rw [Matrix.smul_mul, Matrix.one_mul, smul_smul, mul_inv_cancel₀ hc, one_smul]
  have hk : kinetic (fun _ : n => E + d) = ((E + d : ℝ) : ℂ) • 1 :=
    (smul_one_eq_diagonal _).symm
  have h1 : kinetic (fun _ : n => E + d) + ((-w : ℝ) : ℂ) • 1 - (E : ℂ) • 1
      = ((d : ℂ) - w) • 1 := by
    rw [hk, ← add_smul, ← sub_smul]
    congr 1
    push_cast
    ring
  have h2 : kinetic (fun _ : n => E + d) - (E : ℂ) • 1 = (d : ℂ) • 1 := by
    rw [hk, ← sub_smul]
    congr 1
    push_cast
    ring
  -- both Löwdin corrections are scalar, so their difference is a scalar too
  have hdiff : loewdin A ((b : ℂ) • 1)
        (kinetic (fun _ : n => E + d) + ((-w : ℝ) : ℂ) • 1) E
      - loewdin A ((b : ℂ) • 1) (kinetic fun _ : n => E + d) E
      = ((-(b ^ 2 * w / (d * (d - w))) : ℝ) : ℂ) • 1 := by
    unfold loewdin
    rw [h1, h2, hi _ hgC, hi _ hdC, sub_sub_sub_cancel_left]
    simp only [conjTranspose_smul, conjTranspose_one, Matrix.mul_smul,
      Matrix.mul_one, smul_smul, ← sub_smul, Complex.star_def, Complex.conj_ofReal]
    congr 1
    push_cast
    field_simp
    ring
  have hq : 0 ≤ b ^ 2 * w / (d * (d - w)) := by positivity
  rw [hdiff, hn, hn, hn, abs_neg, abs_neg, sq_abs, abs_of_nonneg hw, abs_of_nonneg hq]

end

end LoewdinPlaneWaves
```

Here the near and remote sets have equal size, and `B`, $T$ and `W` are multiples of the identity: $b$, $E+d$ and $-w$, with $0\le w<d$. The inverses are $1/(d-w)$ and $1/d$, so the two Löwdin matrices differ by
$$-b^2\left(\frac1{d-w}-\frac1d\right)=-\frac{b^2w}{d(d-w)}$$
times the identity. This is `hdiff`, and its norm equals the bound. In this example the remote potential moves every remote level towards $E$ by the same amount, and the error is the largest that the estimate allows. The example is an algebraic model, chosen to attain the bound: its `W` shifts the remote levels without coupling them to one another. For other potentials the error can be smaller than the bound.

```lean
#print axioms LoewdinPlaneWaves.remote_isUnit
#print axioms LoewdinPlaneWaves.eigenvalue_iff_loewdin_det
#print axioms LoewdinPlaneWaves.loewdin_shift_cubic
#print axioms LoewdinPlaneWaves.loewdin_shift_sharp
```

```
'LoewdinPlaneWaves.remote_isUnit' depends on axioms: [propext, Classical.choice, Quot.sound]
'LoewdinPlaneWaves.eigenvalue_iff_loewdin_det' depends on axioms: [propext, Classical.choice, Quot.sound]
'LoewdinPlaneWaves.loewdin_shift_cubic' depends on axioms: [propext, Classical.choice, Quot.sound]
'LoewdinPlaneWaves.loewdin_shift_sharp' depends on axioms: [propext, Classical.choice, Quot.sound]
```
